# For the two-dimensional field $\sum_i q_i/(z-x_i)$ with all $|x_i|\le a<|z|$, the multipole error after order $p$ is at most $\left(\sum_i|q_i|\right)(a/|z|)^{p+1}/(|z|-a)$

If I cut off a multipole expansion without an error bound, I can lose half the field and not notice. Take two-dimensional electrostatics, in units where a charge $q$ produces a field of strength $|q|/r$ at distance $r$. Put a unit charge at $0.9$ on the real axis and look at the field at $1$. The true value is $1/(1-0.9)=10$, but the multipole terms of orders $0$ to $5$ add up to only about $4.7$.

For charges $q_i$ at points $x_i$ of the complex plane, all with $|x_i|\le a<|z|$, I believe that replacing $\sum_i q_i/(z-x_i)$ by its multipole terms up to order $p$ costs at most

$$\Big(\sum_i |q_i|\Big)\,\frac{(a/|z|)^{p+1}}{|z|-a}.$$

Can this be proved rigorously, with every step checked by Lean? I would also like to know whether the bound can be improved.

## The exact remainder, and the bound that follows from it

Yes, and a bound that depends only on $\sum_i|q_i|$, $a$, $|z|$ and $p$ cannot be better. Start with a unit charge at $w$, with $z\ne0$ and $z\neq w$. For every $n\ge 0$,

$$\frac1{z-w}-\sum_{k=0}^{n-1}\frac{w^k}{z^{k+1}}=\frac{(w/z)^n}{z-w}.$$

For $n=0$ the sum is empty and both sides are $1/(z-w)$. To go from $n$ to $n+1$, subtract the next term, $w^n/z^{n+1}=(w/z)^n/z$:

$$\Big(\frac wz\Big)^n\Big[\frac1{z-w}-\frac1z\Big]=\Big(\frac wz\Big)^n\frac{w}{z(z-w)}=\frac{(w/z)^{n+1}}{z-w}.$$

Now define the moments $M_k=\sum_i q_i x_i^k$. Exchanging the two finite sums gives

$$\sum_{k=0}^{p}\frac{M_k}{z^{k+1}}=\sum_i q_i\sum_{k=0}^{p}\frac{x_i^k}{z^{k+1}},$$

so the identity with $n=p+1$ and $w=x_i$ yields the exact truncation error

$$\sum_i\frac{q_i}{z-x_i}-\sum_{k=0}^{p}\frac{M_k}{z^{k+1}}=\sum_i q_i\,\frac{(x_i/z)^{p+1}}{z-x_i}.$$

Take absolute values. Since $|x_i/z|\le a/|z|$ and $|z-x_i|\ge|z|-|x_i|\ge|z|-a>0$, each term is at most $|q_i|(a/|z|)^{p+1}/(|z|-a)$. Summing over $i$ gives the bound.

For one charge $q$ at $a\ge0$ on the real axis and a field point $r>a$ on the same axis, both estimates are equalities, so the bound is attained at every order.

Three further results use the same ingredients:

- **Convergence.** If $|x_i|<|z|$ for all $i$, each charge contributes a geometric series, $\sum_{k\ge0}(q_i/z)(x_i/z)^k=(q_i/z)/(1-x_i/z)=q_i/(z-x_i)$. Adding the finitely many charges gives the whole field.
- **Vanishing moments.** If $M_0=\dots=M_p=0$, the truncated expansion is zero, and the error bound becomes a bound on the field itself. For $p=0$ this concerns a neutral distribution.
- **Translation.** The binomial theorem gives $\sum_i q_i(x_i+d)^k=\sum_{j=0}^k\binom kj d^{k-j}M_j$.

## The Lean file

```lean
import Mathlib

open Finset

namespace PlanarMultipole

noncomputable section

variable {ι : Type*} [Fintype ι]

/-- The planar field at `z` of charges `q i` at the points `x i`, for `z` different from
every `x i`. -/
def planarField (q x : ι → ℂ) (z : ℂ) : ℂ := ∑ i, q i / (z - x i)

/-- The `k`-th multipole moment of the charges about the origin. -/
def moment (q x : ι → ℂ) (k : ℕ) : ℂ := ∑ i, q i * x i ^ k

/-- The multipole expansion of the field, truncated after order `p`, for `z ≠ 0`. -/
def multipole (q x : ι → ℂ) (p : ℕ) (z : ℂ) : ℂ :=
  ∑ k ∈ range (p + 1), moment q x k / z ^ (k + 1)

/-- The field of a unit charge at `w` minus its first `n` multipole terms is
`(w / z) ^ n / (z - w)`, at any `z` different from `0` and `w`. -/
theorem unit_charge_remainder {z w : ℂ} (hz : z ≠ 0) (hzw : z ≠ w) (n : ℕ) :
    1 / (z - w) - ∑ k ∈ range n, w ^ k / z ^ (k + 1) = (w / z) ^ n / (z - w) := by
  have hd : z - w ≠ 0 := sub_ne_zero.2 hzw
  induction n with
  | zero => simp
  | succ n ih =>
    -- the next multipole term is the old remainder factor divided by `z`
    have ht : w ^ n / z ^ (n + 1) = (w / z) ^ n / z := by
      rw [div_pow, div_div, pow_succ]
    rw [sum_range_succ, ← sub_sub, ih, ht, pow_succ]
    generalize (w / z) ^ n = u
    rw [div_sub_div _ _ hd hz, mul_div_assoc', div_div,
      div_eq_div_iff (mul_ne_zero hd hz) (mul_ne_zero hz hd)]
    ring

/-- The exact truncation error of the multipole expansion, at any `z` that is neither the
origin nor the position of a charge. -/
theorem planarField_sub_multipole (q x : ι → ℂ) (p : ℕ) {z : ℂ} (hz : z ≠ 0)
    (hne : ∀ i, z ≠ x i) :
    planarField q x z - multipole q x p z
      = ∑ i, q i * ((x i / z) ^ (p + 1) / (z - x i)) := by
  -- regroup the multipole terms charge by charge
  have hm : multipole q x p z
      = ∑ i, q i * ∑ k ∈ range (p + 1), x i ^ k / z ^ (k + 1) := by
    simp only [multipole, moment, Finset.sum_div, Finset.mul_sum]
    rw [Finset.sum_comm]
    simp only [mul_div_assoc]
  rw [hm, planarField, ← Finset.sum_sub_distrib]
  refine Finset.sum_congr rfl fun i _ => ?_
  rw [← unit_charge_remainder hz (hne i) (p + 1), mul_sub, mul_one_div]

/-- For charges within distance `a` of the origin and a field point `z` with `a < ‖z‖`,
truncation after order `p` makes an error of at most
`(∑ i, ‖q i‖) * (a / ‖z‖) ^ (p + 1) / (‖z‖ - a)`. -/
theorem multipole_error_le (q x : ι → ℂ) (p : ℕ) {a : ℝ} {z : ℂ}
    (hx : ∀ i, ‖x i‖ ≤ a) (haz : a < ‖z‖) :
    ‖planarField q x z - multipole q x p z‖
      ≤ (∑ i, ‖q i‖) * (a / ‖z‖) ^ (p + 1) / (‖z‖ - a) := by
  rcases isEmpty_or_nonempty ι with hι | ⟨⟨i₀⟩⟩
  · simp [planarField, multipole, moment]
  have ha : 0 ≤ a := (norm_nonneg _).trans (hx i₀)
  have hz : z ≠ 0 := norm_pos_iff.1 (ha.trans_lt haz)
  have hne : ∀ i, z ≠ x i := by
    intro i h
    have h1 := hx i
    rw [← h] at h1
    exact absurd haz (not_lt_of_ge h1)
  have hpos : 0 < ‖z‖ - a := sub_pos.2 haz
  rw [planarField_sub_multipole q x p hz hne]
  calc ‖∑ i, q i * ((x i / z) ^ (p + 1) / (z - x i))‖
      ≤ ∑ i, ‖q i * ((x i / z) ^ (p + 1) / (z - x i))‖ := norm_sum_le _ _
    _ ≤ ∑ i, ‖q i‖ * ((a / ‖z‖) ^ (p + 1) / (‖z‖ - a)) := by
        refine Finset.sum_le_sum fun i _ => ?_
        have hxi := hx i
        -- the field point is at least `‖z‖ - a` away from each charge
        have hd : ‖z‖ - a ≤ ‖z - x i‖ := by
          linarith [norm_sub_norm_le z (x i)]
        rw [norm_mul, norm_div, norm_pow, norm_div]
        gcongr
    _ = (∑ i, ‖q i‖) * (a / ‖z‖) ^ (p + 1) / (‖z‖ - a) := by
        rw [← Finset.sum_mul, mul_div_assoc]

/-- The error bound is attained at every order by a single charge at `a ≥ 0` on the real
axis, with the field point at `r > a` on the same axis. -/
theorem multipole_error_sharp (q : ℂ) (p : ℕ) {a r : ℝ} (ha : 0 ≤ a) (har : a < r) :
    ‖planarField (fun _ : Unit => q) (fun _ => (a : ℂ)) r
        - multipole (fun _ : Unit => q) (fun _ => (a : ℂ)) p r‖
      = ‖q‖ * (a / r) ^ (p + 1) / (r - a) := by
  have hr : 0 < r := ha.trans_lt har
  have hz : (r : ℂ) ≠ 0 := by exact_mod_cast hr.ne'
  have hne : (r : ℂ) ≠ (a : ℂ) := by exact_mod_cast har.ne'
  rw [planarField_sub_multipole _ _ p hz (fun _ => hne)]
  simp only [Finset.univ_unique, Finset.sum_singleton]
  rw [norm_mul, norm_div, norm_pow, norm_div, ← Complex.ofReal_sub, Complex.norm_real,
    Complex.norm_real, Complex.norm_real, Real.norm_of_nonneg ha,
    Real.norm_of_nonneg hr.le, Real.norm_of_nonneg (sub_nonneg.2 har.le), mul_div_assoc]

/-- At a point farther from the origin than every charge, the infinite multipole series
converges to the field. -/
theorem hasSum_multipole (q x : ι → ℂ) {z : ℂ} (hx : ∀ i, ‖x i‖ < ‖z‖) :
    HasSum (fun k : ℕ => moment q x k / z ^ (k + 1)) (planarField q x z) := by
  -- each charge contributes a geometric series
  have hi : ∀ i ∈ (Finset.univ : Finset ι),
      HasSum (fun k : ℕ => q i * x i ^ k / z ^ (k + 1)) (q i / (z - x i)) := by
    intro i _
    have hpos : 0 < ‖z‖ := (norm_nonneg _).trans_lt (hx i)
    have hz : z ≠ 0 := norm_pos_iff.1 hpos
    have h : ‖x i / z‖ < 1 := by
      rw [norm_div, div_lt_one hpos]
      exact hx i
    have e : z * (1 - x i / z) = z - x i := by field_simp
    have hf : (fun k : ℕ => q i * x i ^ k / z ^ (k + 1))
        = fun k : ℕ => q i / z * (x i / z) ^ k := by
      funext k
      rw [div_pow, div_mul_div_comm, pow_succ']
    have hv : q i / (z - x i) = q i / z * (1 - x i / z)⁻¹ := by
      rw [← div_eq_mul_inv, div_div, e]
    rw [hf, hv]
    exact (hasSum_geometric_of_norm_lt_one h).mul_left (q i / z)
  have hs := hasSum_sum hi
  simpa only [planarField, moment, Finset.sum_div] using hs

/-- If all moments up to order `p` vanish, the field of charges within distance `a` of the
origin obeys the order-`p` error bound itself at any `z` with `a < ‖z‖`. -/
theorem field_le_of_moments_vanish (q x : ι → ℂ) (p : ℕ) {a : ℝ} {z : ℂ}
    (hx : ∀ i, ‖x i‖ ≤ a) (haz : a < ‖z‖) (h : ∀ k ≤ p, moment q x k = 0) :
    ‖planarField q x z‖ ≤ (∑ i, ‖q i‖) * (a / ‖z‖) ^ (p + 1) / (‖z‖ - a) := by
  have hm : multipole q x p z = 0 := by
    refine Finset.sum_eq_zero fun k hk => ?_
    have hk' := Finset.mem_range.1 hk
    rw [h k (by omega), zero_div]
  have hb := multipole_error_le q x p hx haz
  rwa [hm, sub_zero] at hb

/-- When all charges are displaced by `d`, the new `k`-th moment is a binomial combination
of the old moments of order at most `k`. -/
theorem moment_translate (q x : ι → ℂ) (d : ℂ) (k : ℕ) :
    moment q (fun i => x i + d) k
      = ∑ j ∈ range (k + 1), (k.choose j : ℂ) * d ^ (k - j) * moment q x j := by
  simp only [moment, add_pow, Finset.mul_sum]
  rw [Finset.sum_comm]
  refine Finset.sum_congr rfl fun j _ => Finset.sum_congr rfl fun i _ => ?_
  ring

end

end PlanarMultipole
```

```lean
#print axioms PlanarMultipole.multipole_error_le
#print axioms PlanarMultipole.hasSum_multipole
#print axioms PlanarMultipole.field_le_of_moments_vanish
#print axioms PlanarMultipole.moment_translate
```

```
'PlanarMultipole.multipole_error_le' depends on axioms: [propext, Classical.choice, Quot.sound]
'PlanarMultipole.hasSum_multipole' depends on axioms: [propext, Classical.choice, Quot.sound]
'PlanarMultipole.field_le_of_moments_vanish' depends on axioms: [propext, Classical.choice, Quot.sound]
'PlanarMultipole.moment_translate' depends on axioms: [propext, Classical.choice, Quot.sound]
```

## What the statements say about charges and fields

The finite type `ι` labels the charges, and `q x : ι → ℂ` gives their strengths and positions. For real charges, `planarField q x z` is $E_x-\mathrm iE_y$ in two-dimensional electrostatics, in units where a charge $q$ produces a field of strength $|q|/r$ at distance $r$. Its norm is therefore the field strength. The theorems also allow complex $q_i$.

`moment q x k` is $M_k$, taken about the origin, and `multipole q x p z` is the expansion through order $p$.

The main theorem, `multipole_error_le`, has two hypotheses. `hx` says that the disc of radius $a$ contains every charge, and `haz` puts the field point strictly outside that disc. There is no condition on the sign of $a$: a single charge already forces $a\ge0$, and without charges both sides are zero.

`multipole_error_sharp` uses the one-element type `Unit` for its single charge. `hasSum_multipole` needs no common radius, only that each charge is closer to the origin than $z$. In `moment_translate` the charges move by $d$; to obtain moments about a new centre $c$ instead, set $d=-c$.

In a planar simulation, the bound can guide the choice of $p$ when the truncated expansion of a cluster of point charges is evaluated directly at distant points: for $a>0$ and $|z|=2a$ it equals $2^{-(p+1)}\sum_i|q_i|/a$. A fast multipole method also converts such expansions into truncated local ones, which adds an error that this bound does not cover. The three-dimensional Coulomb interaction of electronic structure needs a different expansion, and rounding errors are not part of the model.

The exponent depends on counting the terms correctly. Orders $0$ to $p$ make $p+1$ terms, hence `range (p + 1)` in the definition of `multipole`. With `range p` the order-$p$ term would be missing, and the stated bound would fail for one nonzero charge placed at $a>0$ on the real axis and observed at $r>a$ on that axis.

## From the induction to the norm estimate in Lean

`unit_charge_remainder` is the induction above. `sum_range_succ` splits off the next term, and `ht` writes it as $(w/z)^n/z$. The common power is then named `u`, the fractions are brought to common denominators, and `ring` verifies the remaining polynomial identity.

`planarField_sub_multipole` handles the whole distribution. Its step `hm` exchanges the sums over orders and charges with `Finset.sum_comm`; the unit-charge identity is then applied to each charge.

`multipole_error_le` first disposes of the case without charges. Otherwise some charge `i₀` gives $0\le a$, so $z\ne0$, and `hne` shows that $z$ is not the position of a charge. In the `calc` chain, `norm_sum_le` is the triangle inequality for the sum, `hd` is $|z|-a\le|z-x_i|$, and `gcongr` combines the bounds on numerator and denominator. The last step takes the common factor out of the sum.

`multipole_error_sharp` evaluates the exact remainder for one charge, where every norm is that of a known nonnegative real number or of $q$. `hasSum_multipole` proves the geometric series for each charge in `hi` and adds them with `hasSum_sum`. `field_le_of_moments_vanish` shows that the truncated expansion is zero and applies the main bound. `moment_translate` expands with `add_pow` and exchanges the sums.

## Charges far away, field point near the origin

The same argument gives the local expansion, which I have not included in the file. Suppose $|x_i|\ge b>|z|$ for all $i$. Exchanging $z$ and $w$ in the unit-charge identity, with $w=x_i$, gives

$$\frac1{x_i-z}-\sum_{k=0}^{p}\frac{z^k}{x_i^{k+1}}=\frac{(z/x_i)^{p+1}}{x_i-z}.$$

Multiplying by $-q_i$ and summing expands the field in powers of $z$. Because $|x_i-z|\ge b-|z|$, the error after order $p$ is at most $\left(\sum_i|q_i|\right)(|z|/b)^{p+1}/(b-|z|)$.
